# Exchanging two neighbouring orbitals preserves the Schmidt ranks across the bonds on either side of the pair

The theorem `outer_bonds_swap` concerns complex amplitudes `ψ a s t b`, where `s` and `t` are the local states of two neighbouring orbitals and `a` and `b` label states to their left and right. It says that exchanging the orbitals, with the sign `(-1)^(n s * n t)`, changes neither the rank of the matrix with rows `a` and columns `(s, t, b)` nor that of the matrix with rows `(a, s, t)` and columns `b`; these are the Schmidt ranks across the two outer bonds when the labels stand for orthonormal states. All index sets are finite, `ψ` need not be normalised, and `n` may be any function from local states to natural numbers. The attempt writes each exchanged matrix as the original times a signed permutation matrix, so that the rank cannot grow, and then applies the same bound to the exchanged state, since a second exchange restores `ψ`.

Lean 4 with Mathlib refuses this proof:

```lean
import Mathlib

open Matrix

namespace OuterBondsSwap

variable {α β σ κ : Type*} [Fintype α] [Fintype β] [Fintype σ] [Fintype κ]

/-- The amplitudes as a matrix across the bond to the left of both orbitals. -/
def leftMatrix (ψ : α → σ → σ → β → ℂ) : Matrix α (σ × σ × β) ℂ :=
  Matrix.of fun a y => ψ a y.1 y.2.1 y.2.2

/-- The amplitudes as a matrix across the bond to the right of both orbitals. -/
def rightMatrix (ψ : α → σ → σ → β → ℂ) : Matrix (α × σ × σ) β ℂ :=
  Matrix.of fun x b => ψ x.1 x.2.1 x.2.2 b

/-- Exchange of the two orbitals in the ordering, with the fermionic sign `(-1)^(n s * n t)`,
where `n` is the electron number of a local state; `n = 0` is the plain exchange of indices. -/
def swapOrbitals (n : σ → ℕ) (ψ : α → σ → σ → β → ℂ) : α → σ → σ → β → ℂ :=
  fun a t s b => (-1) ^ (n s * n t) * ψ a s t b

/-- A fermionic sign squares to one. -/
theorem sign_mul_self (m : ℕ) : (-1 : ℂ) ^ m * (-1) ^ m = 1 := by
  rw [← mul_pow]
  norm_num

omit [Fintype α] [Fintype β] [Fintype σ] in
/-- Exchanging the two orbitals twice restores the state. -/
theorem swap_swap (n : σ → ℕ) (ψ : α → σ → σ → β → ℂ) :
    swapOrbitals n (swapOrbitals n ψ) = ψ := by
  funext a s t b
  simp only [swapOrbitals]
  rw [← mul_assoc, mul_comm (n t) (n s), sign_mul_self, one_mul]

/-- The exchange leaves the ranks across the bonds to the left and to the right of the
two orbitals unchanged. -/
theorem outer_bonds_swap (n : σ → ℕ) (ψ : α → σ → σ → β → ℂ) :
    (leftMatrix (swapOrbitals n ψ)).rank = (leftMatrix ψ).rank ∧
      (rightMatrix (swapOrbitals n ψ)).rank = (rightMatrix ψ).rank := by
  classical
  -- a signed permutation acts on the side of the cut that holds both orbitals
  have hl (φ : α → σ → σ → β → ℂ) :
      (leftMatrix (swapOrbitals n φ)).rank ≤ (leftMatrix φ).rank := by
    have h : leftMatrix (swapOrbitals n φ) = leftMatrix φ * Matrix.of fun z y =>
        if (y.2.1, y.1, y.2.2) = z then (-1) ^ (n y.2.1 * n y.1) else 0 := by
      ext a y
      simp only [Matrix.mul_apply, Matrix.of_apply, mul_ite, mul_zero,
        Finset.sum_ite_eq, Finset.mem_univ, if_true]
      exact mul_comm _ _
    rw [h]
    exact Matrix.rank_mul_le_left _ _
  have hr (φ : α → σ → σ → β → ℂ) :
      (rightMatrix (swapOrbitals n φ)).rank ≤ (rightMatrix φ).rank := by
    have h : rightMatrix (swapOrbitals n φ) = (Matrix.of fun x z =>
        if (x.1, x.2.2, x.2.1) = z then (-1) ^ (n x.2.2 * n x.2.1) else 0) *
          rightMatrix φ := by
      ext x b
      simp only [Matrix.mul_apply, Matrix.of_apply, ite_mul, zero_mul,
        Finset.sum_ite_eq, Finset.mem_univ, if_true]
      rfl
    rw [h]
    exact Matrix.rank_mul_le_right _ _
  have hl' := hl (swapOrbitals n ψ)
  have hr' := hr (swapOrbitals n ψ)
  rw [swap_swap] at hl' hr'
  exact ⟨le_antisymm (hl ψ) hl', le_antisymm (hr ψ) hr'⟩

end OuterBondsSwap
```

Compiling this gives:

```
Main.lean:45:12: error: Invalid projection: Type of
  y
is not known; cannot resolve projection `2`
Main.lean:45:19: error: Invalid projection: Type of
  y
is not known; cannot resolve projection `1`
Main.lean:45:24: error: Invalid projection: Type of
  y
is not known; cannot resolve projection `2`
Main.lean:45:50: error: Invalid projection: Type of
  y
is not known; cannot resolve projection `2`
Main.lean:45:60: error: Invalid projection: Type of
  y
is not known; cannot resolve projection `1`
Main.lean:55:12: error: Invalid projection: Type of
  x
is not known; cannot resolve projection `1`
Main.lean:55:17: error: Invalid projection: Type of
  x
is not known; cannot resolve projection `2`
Main.lean:55:24: error: Invalid projection: Type of
  x
is not known; cannot resolve projection `2`
Main.lean:55:50: error: Invalid projection: Type of
  x
is not known; cannot resolve projection `2`
Main.lean:55:60: error: Invalid projection: Type of
  x
is not known; cannot resolve projection `2`
```

Diagnosis. All ten messages report the same fault, in the statements of the two matrix factorisations. A projection such as `y.2.1` can be resolved only if Lean already knows that `y` is a pair, and `fun z y => ...` gives `y` no type. The equation around it does determine that type, but the information has not reached the function when Lean meets the projections. The same happens to `x` in the second factorisation.

The repair writes the types in the binders, `(z y : σ × σ × β)` and `(x z : α × σ × σ)`, so every projection can be resolved. The messages complain only of `y` and `x`; `z` is annotated along with them.

The other changes answer no reported error. Writing `(-1 : ℂ)` makes the type of the matrix entries explicit. The `change` line spells out the goal as an equation between two products in opposite order, which is the form `mul_comm` proves. The messages do not show whether either was needed. The new parentheses and line breaks in the first factorisation are tidying.

The mended proof, as a diff:

```diff
@@ -42,9 +42,12 @@
   have hl (φ : α → σ → σ → β → ℂ) :
       (leftMatrix (swapOrbitals n φ)).rank ≤ (leftMatrix φ).rank := by
-    have h : leftMatrix (swapOrbitals n φ) = leftMatrix φ * Matrix.of fun z y =>
-        if (y.2.1, y.1, y.2.2) = z then (-1) ^ (n y.2.1 * n y.1) else 0 := by
+    have h : leftMatrix (swapOrbitals n φ) =
+        leftMatrix φ * (Matrix.of fun (z y : σ × σ × β) =>
+          if (y.2.1, y.1, y.2.2) = z then (-1 : ℂ) ^ (n y.2.1 * n y.1) else 0) := by
       ext a y
       simp only [Matrix.mul_apply, Matrix.of_apply, mul_ite, mul_zero,
         Finset.sum_ite_eq, Finset.mem_univ, if_true]
+      change (-1 : ℂ) ^ (n y.2.1 * n y.1) * φ a y.2.1 y.1 y.2.2 =
+        φ a y.2.1 y.1 y.2.2 * (-1 : ℂ) ^ (n y.2.1 * n y.1)
       exact mul_comm _ _
     rw [h]
@@ -52,6 +55,6 @@
   have hr (φ : α → σ → σ → β → ℂ) :
       (rightMatrix (swapOrbitals n φ)).rank ≤ (rightMatrix φ).rank := by
-    have h : rightMatrix (swapOrbitals n φ) = (Matrix.of fun x z =>
-        if (x.1, x.2.2, x.2.1) = z then (-1) ^ (n x.2.2 * n x.2.1) else 0) *
+    have h : rightMatrix (swapOrbitals n φ) = (Matrix.of fun (x z : α × σ × σ) =>
+        if (x.1, x.2.2, x.2.1) = z then (-1 : ℂ) ^ (n x.2.2 * n x.2.1) else 0) *
           rightMatrix φ := by
       ext x b
```
